# The rSCAN map \(\alpha \mapsto \alpha^3/(\alpha^2+r)\) lowers the iso-orbital indicator by at most \(\sqrt r/2\)

In an rSCAN energy evaluation, the iso-orbital indicator \(\alpha\) at each grid point is replaced by \(\alpha^3/(\alpha^2+r)\) before it reaches the switching function. To judge how this step changes the energy of a given density through the switching function, one can add up the magnitudes of the grid coefficients that multiply the switching function, and then multiply by the function's steepest slope and by \(\sqrt r/2\), where \(r\) is the regularization parameter. The result is an upper bound on the change in the switching term, on a finite grid and with both the density and the coefficients held fixed.

The estimate needs a bound on how far this replacement can move a single value of \(\alpha\), and a way to carry that bound through the grid sum. Both are derived below.

```lean
import Mathlib

namespace RSCANRegularization

noncomputable section
```

## The regularized indicator

The iso-orbital indicator compares kinetic energy densities,

\[
\alpha = \frac{\tau-\tau_W}{\tau_{\text{unif}}},
\]

where \(\tau\) is the kinetic energy density of the occupied orbitals, \(\tau_W\) is its von Weizsäcker value, which a single orbital would give, and \(\tau_{\text{unif}}\) is its value in a uniform gas of the same density. Since \(\tau\ge\tau_W\), the indicator is nonnegative. It is \(0\) in a single-orbital region and \(1\) for a uniform density.

Write \(a\) for the value of the indicator at one point. The regularization replaces it by

\[
a' = \frac{a^3}{a^2+r}, \qquad r>0 .
\]

The constant \(r\) is dimensionless and postulated. Its square root sets the scale below which the indicator is suppressed: for \(a\) much smaller than \(\sqrt r\) the new value is close to \(a^3/r\), which is flat at \(a=0\), while for \(a\) much larger than \(\sqrt r\) it is close to \(a\). These limits describe the behaviour of the formula and are not used in the proofs.

```lean
/-- The regularized iso-orbital indicator `a³ / (a² + r)` of rSCAN, for a regularization
parameter `r > 0`. -/
def regAlpha (r a : ℝ) : ℝ := a ^ 3 / (a ^ 2 + r)
```

In Lean, `regAlpha r a` is a function of two real numbers. The densities from which \(a\) is computed do not appear, so \(a\) stands for whatever indicator value is fed into the formula. In rSCAN this value is computed with a small positive constant added to \(\tau_{\text{unif}}\), so it is still nonnegative but smaller than the \(\alpha\) defined above wherever \(\alpha>0\). The relative difference is slight where \(\tau_{\text{unif}}\) is much larger than the constant, and large where the density is so low that \(\tau_{\text{unif}}\) is much smaller than it. The conditions \(r>0\) and \(a\ge 0\) are imposed in the theorems that need them.

## The shift as a single fraction

The shift is the amount by which regularization lowers the indicator. Over a common denominator,

\[
a-\frac{a^3}{a^2+r}
=\frac{a^3+ra-a^3}{a^2+r}
=\frac{ra}{a^2+r}.
\]

```lean
/-- For `r > 0`, regularization lowers the indicator `a` by `r a / (a² + r)`. -/
theorem shift_eq {r : ℝ} (hr : 0 < r) (a : ℝ) :
    a - regAlpha r a = r * a / (a ^ 2 + r) := by
  have h : a ^ 2 + r ≠ 0 := by positivity
  unfold regAlpha
  rw [eq_div_iff h, sub_mul, div_mul_cancel₀ _ h]
  ring
```

The identity holds for every real \(a\), because \(r>0\) keeps the denominator positive. The proof multiplies through by \(a^2+r\), as one does by hand, and `ring` cancels the cubic terms.

## The distance to the maximum is a square

The maximum could be found by differentiation, but completing a square gives both the bound and the place where it is reached. Put \(s=\sqrt r\), so that \(r=s^2\). Then

\[
\frac{s}{2}-\frac{s^2a}{a^2+s^2}
=\frac{s(a^2+s^2)-2s^2a}{2(a^2+s^2)}
=\frac{s\,(a-s)^2}{2(a^2+s^2)} .
\]

In terms of \(r\),

\[
\frac{\sqrt r}{2}-(a-a')=\frac{\sqrt r\,(a-\sqrt r)^2}{2(a^2+r)} .
\]

```lean
/-- For `r > 0`, the difference between `√r / 2` and the shift `a - regAlpha r a` equals
`√r (a - √r)² / (2 (a² + r))`. -/
theorem shift_gap {r : ℝ} (hr : 0 < r) (a : ℝ) :
    Real.sqrt r / 2 - (a - regAlpha r a)
      = Real.sqrt r * (a - Real.sqrt r) ^ 2 / (2 * (a ^ 2 + r)) := by
  have h : a ^ 2 + r ≠ 0 := by positivity
  have h2 : 2 * (a ^ 2 + r) ≠ 0 := mul_ne_zero two_ne_zero h
  have hs : Real.sqrt r ^ 2 = r := Real.sq_sqrt hr.le
  rw [shift_eq hr, div_sub_div _ _ two_ne_zero h, div_eq_div_iff h2 h2]
  linear_combination 2 * (a ^ 2 + r) * (2 * a - Real.sqrt r) * hs
```

Lean treats \(\sqrt r\) and \(r\) as separate quantities linked by `hs`, the equation \((\sqrt r)^2=r\). Once the denominators are cleared, the two sides differ by a multiple of \((\sqrt r)^2-r\). The `linear_combination` line names that multiple, and this is the formal version of substituting \(r=s^2\).

## Bounds on the shift

For \(a\ge0\) the fraction \(ra/(a^2+r)\) has a nonnegative numerator and a positive denominator, so the shift is nonnegative. The right-hand side of the gap identity is also nonnegative, so the shift cannot exceed \(\sqrt r/2\):

\[
0\le a-a'\le\frac{\sqrt r}{2}.
\]

```lean
/-- For `r > 0` and an indicator `a ≥ 0`, the shift caused by regularization lies between
`0` and `√r / 2`. -/
theorem shift_mem_Icc {r a : ℝ} (hr : 0 < r) (ha : 0 ≤ a) :
    a - regAlpha r a ∈ Set.Icc 0 (Real.sqrt r / 2) := by
  constructor
  · rw [shift_eq hr]
    positivity
  · have g := shift_gap hr a
    have p : 0 ≤ Real.sqrt r * (a - Real.sqrt r) ^ 2 / (2 * (a ^ 2 + r)) := by positivity
    linarith
```

`Set.Icc 0 (Real.sqrt r / 2)` is the closed interval from \(0\) to \(\sqrt r/2\), and membership in it is the pair of inequalities. `constructor` splits the pair, and `positivity` supplies the sign of each fraction. The condition \(a\ge0\) serves the lower bound only: for negative \(a\) the shift is negative, and the upper bound still holds.

## The maximum is reached only at \(a=\sqrt r\)

If \(a\ne\sqrt r\), then \((a-\sqrt r)^2>0\), the gap is strictly positive, and the shift is strictly below \(\sqrt r/2\). If \(a=\sqrt r\), the gap is zero. Therefore

\[
a-a'=\frac{\sqrt r}{2}\quad\Longleftrightarrow\quad a=\sqrt r .
\]

```lean
/-- For `r > 0`, the shift equals `√r / 2` exactly when the indicator is `√r`. -/
theorem shift_eq_max_iff {r : ℝ} (hr : 0 < r) (a : ℝ) :
    a - regAlpha r a = Real.sqrt r / 2 ↔ a = Real.sqrt r := by
  have g := shift_gap hr a
  constructor
  · intro h
    by_contra hne
    -- away from `√r` the gap is strictly positive
    have h1 : 0 < (a - Real.sqrt r) ^ 2 :=
      lt_of_le_of_ne (sq_nonneg _) (Ne.symm (pow_ne_zero 2 (sub_ne_zero.mpr hne)))
    have h2 : 0 < Real.sqrt r * (a - Real.sqrt r) ^ 2 / (2 * (a ^ 2 + r)) :=
      div_pos (mul_pos (Real.sqrt_pos.mpr hr) h1) (by positivity)
    linarith
  · intro h
    have z : Real.sqrt r * (a - Real.sqrt r) ^ 2 / (2 * (a ^ 2 + r)) = 0 := by
      rw [sub_eq_zero.mpr h]
      simp
    rw [z] at g
    linarith
```

The two directions of the equivalence are proved in this order. The first assumes that the maximum is attained at some other \(a\) and reaches a contradiction, because the gap would have to be both zero and positive. The second inserts \(a-\sqrt r=0\) into the gap identity.

## Away from small indicators the shift is of first order in \(r\)

The bound \(\sqrt r/2\) is uniform in \(a\), and it is pessimistic where the indicator is not small. For \(a>0\), dropping \(r\) from the denominator gives

\[
a-a'=\frac{ra}{a^2+r}\le\frac{ra}{a^2}=\frac ra .
\]

```lean
/-- At an indicator `a > 0` the shift is at most `r / a`, for `r > 0`. -/
theorem shift_le_div {r a : ℝ} (hr : 0 < r) (ha : 0 < a) :
    a - regAlpha r a ≤ r / a := by
  rw [shift_eq hr, div_le_div_iff₀ (by positivity) ha]
  nlinarith [sq_nonneg r]
```

Cross-multiplication turns the inequality into \(ra^2\le r(a^2+r)\), which amounts to \(0\le r^2\). That is the hint passed to `nlinarith`. The bound \(r/a\) is smaller than \(\sqrt r/2\) as soon as \(a>2\sqrt r\). At \(a=1\), the value of \(\alpha\) for a uniform density, it says that the indicator moves by at most \(r\).

## The shift for \(r=10^{-3}\)

With the rSCAN value \(r=10^{-3}\), the uniform bound becomes a number. Since \(0.03164^2=0.0010010896\) is larger than \(0.001\),

\[
\sqrt{10^{-3}}\le0.03164,
\qquad
a-a'\le\frac{0.03164}{2}=0.01582 .
\]

```lean
/-- With the regularization parameter `r = 1/1000`, an indicator `a ≥ 0` is shifted by at
most `0.01582`. -/
theorem shift_le_of_thousandth {a : ℝ} (ha : 0 ≤ a) :
    a - regAlpha (1 / 1000) a ≤ 0.01582 := by
  have h := (shift_mem_Icc (r := 1 / 1000) (by norm_num) ha).2
  have hs : Real.sqrt (1 / 1000) ≤ 0.03164 :=
    Real.sqrt_le_iff.mpr ⟨by norm_num, by norm_num⟩
  linarith
```

`Real.sqrt_le_iff` reduces the estimate of the square root to the comparison of squares above, and `norm_num` carries it out. The theorem applies to every \(a\ge0\).

## From one grid point to the grid sum

In a functional of this type, an energy contribution interpolates between two energy densities. Let \(e^0_i\) be the one meant for single-orbital regions and \(e^1_i\) the one meant for slowly varying densities, both taken at grid point \(i\). With quadrature weights \(q_i\) and switching function \(f\), the contribution is

\[
\sum_i q_i\left[e^1_i+f(\alpha_i)\,(e^0_i-e^1_i)\right].
\]

If the two energy densities are held fixed, only the sum \(\sum_i c_i f(\alpha_i)\) with \(c_i=q_i(e^0_i-e^1_i)\) responds to the regularization. These coefficients may have either sign.

The property required of \(f\) is a Lipschitz condition on nonnegative arguments,

\[
|f(x)-f(y)|\le L\,|x-y| \qquad (x,y\ge0).
\]

Physically, \(L\) limits how abruptly the functional changes from one energy density to the other. A differentiable \(f\) satisfies the condition when its slope has magnitude at most \(L\) throughout \([0,\infty)\). Taking \(x=1\) and \(y=0\) gives \(0\le|f(1)-f(0)|\le L\), so \(L\) is nonnegative.

Write \(\alpha_i'\) for the regularized value of \(\alpha_i\). Both are nonnegative, so the Lipschitz condition applies to the pair, and the bound on the shift gives

\[
|f(\alpha_i)-f(\alpha_i')|\le L\,(\alpha_i-\alpha_i')\le L\,\frac{\sqrt r}{2}.
\]

The triangle inequality then yields

\[
\left|\sum_i c_i f(\alpha_i)-\sum_i c_i f(\alpha_i')\right|
\le\sum_i|c_i|\,|f(\alpha_i)-f(\alpha_i')|
\le L\Big(\sum_i|c_i|\Big)\frac{\sqrt r}{2}.
\]

```lean
/-- Let the switching function `f` be `L`-Lipschitz on nonnegative indicators, and let `r > 0`.
Regularizing nonnegative indicators `α i` changes the grid sum `∑ c i * f (α i)`, with real
coefficients `c i` of either sign, by at most `L (∑ |c i|) √r / 2`. -/
theorem grid_error_le {ι : Type*} [Fintype ι] {r L : ℝ} (hr : 0 < r) {f : ℝ → ℝ}
    (hf : ∀ x y, 0 ≤ x → 0 ≤ y → |f x - f y| ≤ L * |x - y|)
    (c α : ι → ℝ) (hα : ∀ i, 0 ≤ α i) :
    |∑ i, c i * f (α i) - ∑ i, c i * f (regAlpha r (α i))|
      ≤ L * (∑ i, |c i|) * Real.sqrt r / 2 := by
  -- a Lipschitz constant is nonnegative
  have hL : 0 ≤ L := by
    have h := hf 1 0 zero_le_one le_rfl
    rw [sub_zero, abs_one, mul_one] at h
    exact (abs_nonneg _).trans h
  -- error at a single grid point
  have hp : ∀ i, |f (α i) - f (regAlpha r (α i))| ≤ L * (Real.sqrt r / 2) := by
    intro i
    have ha := hα i
    have hreg : 0 ≤ regAlpha r (α i) := by
      unfold regAlpha
      positivity
    have hs := shift_mem_Icc hr ha
    have h := hf _ _ ha hreg
    rw [abs_of_nonneg hs.1] at h
    exact h.trans (mul_le_mul_of_nonneg_left hs.2 hL)
  rw [← Finset.sum_sub_distrib]
  calc |∑ i, (c i * f (α i) - c i * f (regAlpha r (α i)))|
      ≤ ∑ i, |c i * f (α i) - c i * f (regAlpha r (α i))| :=
        Finset.abs_sum_le_sum_abs _ _
    _ ≤ ∑ i, |c i| * (L * (Real.sqrt r / 2)) := by
        refine Finset.sum_le_sum fun i _ => ?_
        rw [← mul_sub, abs_mul]
        exact mul_le_mul_of_nonneg_left (hp i) (abs_nonneg _)
    _ = L * (∑ i, |c i|) * Real.sqrt r / 2 := by
        rw [← Finset.sum_mul]
        ring
```

The finite type `ι` labels the grid points, and `c` and `α` assign a real number to each of them. The hypothesis `hf` is the Lipschitz condition, and `hα` says that the indicators are nonnegative. Inside the proof, `hL` is the sign of \(L\), `hp` is the estimate at one point, and the `calc` block is the chain of inequalities for the sum.

The theorem compares two sums with the same coefficients and the same switching function, one evaluated at the given indicators and the other at their regularized values. This does not cover the full difference between a SCAN energy and an rSCAN energy. The rSCAN functional also adds a small constant to \(\tau_{\text{unif}}\) in the indicator and uses a modified switching function, and in the exchange part of SCAN the energy density for slowly varying regions itself depends on \(\alpha\), so that \(c_i\) would change as well. The response of a self-consistent density and the effect on the exchange-correlation potential are further matters on which the bound is silent. The value of \(L\) is an input, to be determined for the switching function in use.

## Nonnegative weights of total \(W\)

If the coefficients are nonnegative weights \(w_i\) with \(\sum_i w_i=W\), then \(|w_i|=w_i\), and the bound becomes

\[
\left|\sum_i w_i f(\alpha_i)-\sum_i w_i f(\alpha_i')\right|
\le\frac{L\,W\sqrt r}{2}.
\]

```lean
/-- For nonnegative grid weights of total `W`, nonnegative indicators, `r > 0` and a switching
function that is `L`-Lipschitz on nonnegative indicators, regularization changes the weighted
sum by at most `L W √r / 2`. -/
theorem grid_error_le_total_weight {ι : Type*} [Fintype ι] {r L W : ℝ} (hr : 0 < r)
    {f : ℝ → ℝ} (hf : ∀ x y, 0 ≤ x → 0 ≤ y → |f x - f y| ≤ L * |x - y|)
    (w α : ι → ℝ) (hw : ∀ i, 0 ≤ w i) (hW : ∑ i, w i = W) (hα : ∀ i, 0 ≤ α i) :
    |∑ i, w i * f (α i) - ∑ i, w i * f (regAlpha r (α i))| ≤ L * W * Real.sqrt r / 2 := by
  have h := grid_error_le hr hf w α hα
  have e : ∑ i, |w i| = W :=
    (Finset.sum_congr rfl fun i _ => abs_of_nonneg (hw i)).trans hW
  rw [e] at h
  exact h
```

The proof applies the previous theorem and replaces the sum of absolute values by \(W\). One useful choice of \(w_i\) is a nonnegative quadrature weight times the electron density at the point. Then \(W\) is the number of electrons as integrated on the grid, and the theorem bounds the change in the density-weighted sum of \(f\).

## Two grid points worked by hand

Take \(r=0.01\), so that \(\sqrt r=0.1\), and the linear function \(f(x)=1-x\), for which \(L=1\). Let the indicators be \(0.1\) and \(1\), with weights \(2\) and \(3\), so that \(W=5\). The regularized indicators are

\[
\frac{0.001}{0.01+0.01}=0.05,
\qquad
\frac{1}{1+0.01}\approx0.9901 .
\]

The original sum is \(2\cdot0.9+3\cdot0=1.8\). The regularized sum is \(2\cdot0.95+3\cdot0.0099\approx1.9297\). The change is about \(0.130\), and the bound is \(1\cdot5\cdot0.1/2=0.25\).

Most of the change comes from the first point, which sits at \(\sqrt r\) and is shifted by the full \(0.05\). The second point has the larger weight but moves by only about \(0.0099\), just under \(r/a=0.01\). If both indicators were \(0.1\), the change would be \(5\cdot0.05=0.25\), equal to the bound.

## A case in which the bound is attained

The same happens for any nonnegative weights. Take \(f(x)=Lx\) with \(L\ge0\), and let every indicator be \(\sqrt r\). Each point is then shifted by exactly \(\sqrt r/2\), all contributions have the same sign, and

\[
\sum_i w_i L\sqrt r-\sum_i w_i L\,(\sqrt r)'
=L\Big(\sum_i w_i\Big)\frac{\sqrt r}{2},
\]

where \((\sqrt r)'\) is the regularized value of \(\sqrt r\). The function \(1-Lx\), which equals \(1\) at \(x=0\) as a switching function should, gives a change of the same magnitude.

```lean
/-- For `r > 0`, nonnegative weights and the linear switching function `x ↦ L x` with `L ≥ 0`,
the change of the weighted sum equals `L (∑ w i) √r / 2` when every indicator is `√r`. -/
theorem grid_error_sharp {ι : Type*} [Fintype ι] {r L : ℝ} (hr : 0 < r) (hL : 0 ≤ L)
    (w : ι → ℝ) (hw : ∀ i, 0 ≤ w i) :
    |∑ i, w i * (L * Real.sqrt r) - ∑ i, w i * (L * regAlpha r (Real.sqrt r))|
      = L * (∑ i, w i) * Real.sqrt r / 2 := by
  have h := (shift_eq_max_iff hr (Real.sqrt r)).mpr rfl
  have hW : 0 ≤ ∑ i, w i := Finset.sum_nonneg fun i _ => hw i
  have e : (∑ i, w i) * (L * Real.sqrt r) - (∑ i, w i) * (L * regAlpha r (Real.sqrt r))
      = L * (∑ i, w i) * Real.sqrt r / 2 := by
    linear_combination L * (∑ i, w i) * h
  rw [← Finset.sum_mul, ← Finset.sum_mul, e]
  exact abs_of_nonneg
    (div_nonneg (mul_nonneg (mul_nonneg hL hW) (Real.sqrt_nonneg r)) zero_le_two)

end

end RSCANRegularization
```

The linear function is written out in the statement as `L * Real.sqrt r` and `L * regAlpha r (Real.sqrt r)`. The proof takes the value of the shift from `shift_eq_max_iff`, factors out the total weight, and removes the outer absolute value because the result is nonnegative.

The factor \(1/2\) in the general bound therefore cannot be replaced by a smaller constant that works for all Lipschitz functions and all grids. For a particular switching function, and for indicators that mostly lie well above \(\sqrt r\), the actual change can be much smaller.

```lean
#print axioms RSCANRegularization.shift_le_div
-- 'RSCANRegularization.shift_le_div' depends on axioms: [propext, Classical.choice, Quot.sound]
#print axioms RSCANRegularization.shift_le_of_thousandth
-- 'RSCANRegularization.shift_le_of_thousandth' depends on axioms: [propext, Classical.choice, Quot.sound]
#print axioms RSCANRegularization.grid_error_le_total_weight
-- 'RSCANRegularization.grid_error_le_total_weight' depends on axioms: [propext, Classical.choice, Quot.sound]
#print axioms RSCANRegularization.grid_error_sharp
-- 'RSCANRegularization.grid_error_sharp' depends on axioms: [propext, Classical.choice, Quot.sound]
```
